# For a capacitor with a fixed target charge, n thermopotentiostat variance steps of length dt equal one step of length n·dt

Q: What exactly fluctuates in your model? A thermopotentiostat holds an electrode at a set potential by adjusting its charge, and in a real cell the electrolyte moves all the while. I suspect that you have replaced all of this by a recursion for one number.

A: The charge fluctuates, and it is modelled as a random variable. The choice is to let it relax towards a fixed target charge q₀, through a constant capacitance C, with fresh noise in each step. The electrolyte enters only through C and q₀, so a target that moves with the atoms is not covered. The recursion for the variance is defined separately, as a map on real numbers, and a theorem then connects it to the random charge.

```lean
import Mathlib

open MeasureTheory ProbabilityTheory

namespace ThermopotentiostatComposition

noncomputable section
```

The parameters are the relaxation time τ, the thermal energy kT and the capacitance C, all positive.

```lean
/-- The parameters of a thermopotentiostat: relaxation time `τ`, thermal energy `kT` and
capacitance `C`, all positive. -/
structure Thermopotentiostat where
  τ : ℝ
  kT : ℝ
  C : ℝ
  τ_pos : 0 < τ
  kT_pos : 0 < kT
  C_pos : 0 < C
```

Q: And the update itself? An ordinary Euler step would depend on dt in a way that no composition law can repair.

A: It is not an Euler step. A deviation from q₀ decays during a time t by the exact factor

a(t) = exp(−t/τ).

```lean
namespace Thermopotentiostat

variable (P : Thermopotentiostat)

/-- The factor `exp (-dt/τ)` by which a charge deviation is damped during a time `dt`. -/
def damping (dt : ℝ) : ℝ := Real.exp (-dt / P.τ)
```

With a = a(dt) and a random number ξ of unit variance, the new charge is

q′ = q₀ + a(q − q₀) + √(kT·C(1 − a²)) ξ.

```lean
/-- The update of the electrode charge `q` towards the target charge `q₀` during a time `dt`,
with random number `ξ`. -/
def chargeStep (q₀ dt q ξ : ℝ) : ℝ :=
  q₀ + P.damping dt * (q - q₀) + √(P.kT * P.C * (1 - P.damping dt ^ 2)) * ξ
```

If v is the variance of q, the variance of q′ should be

v′ = a²v + kT·C(1 − a²).

```lean
/-- The update of the charge variance `v` during a time `dt`. -/
def varStep (dt v : ℝ) : ℝ :=
  P.damping dt ^ 2 * v + P.kT * P.C * (1 - P.damping dt ^ 2)
```

The constant kT·C stands for thermal equilibrium. At the fixed potential for which q₀ is the equilibrium charge, the energy of the capacitor together with its voltage source lies (q − q₀)²/(2C) above its minimum. In equilibrium this excess averages to kT/2, which makes the charge variance kT·C. This value is put into the update and not derived from a microscopic model.

Q: Suppose I accept the recursion for now. Why should two steps merge into one?

A: Subtract kT·C from both sides:

v′ − kT·C = a²(v − kT·C).

Each step multiplies the distance from the equilibrium variance by a², and exponentials multiply when times add:

a(s + t) = a(s) a(t).

Written out, a step of length t followed by one of length s gives

a(s)²[a(t)²v + kT·C(1 − a(t)²)] + kT·C(1 − a(s)²)
= a(s)²a(t)²v + kT·C(1 − a(s)²a(t)²)
= a(s + t)²v + kT·C(1 − a(s + t)²).

The terms with a(s)² alone cancel, and what remains is a single step of length s + t. The first lemma below is the product rule for the damping. The second says that a(t)² < 1 for t > 0, which is needed only further down, to show that no other form of the noise variance composes.

```lean
/-- The damping over two successive time intervals is the product of the two dampings. -/
theorem damping_add (s t : ℝ) : P.damping (s + t) = P.damping s * P.damping t := by
  unfold damping
  rw [← Real.exp_add]
  congr 1
  ring

/-- Over a positive time the squared damping factor is strictly below one. -/
theorem damping_sq_lt_one {t : ℝ} (ht : 0 < t) : P.damping t ^ 2 < 1 := by
  have h0 : 0 < P.damping t := Real.exp_pos _
  have h1 : P.damping t < 1 :=
    Real.exp_lt_one_iff.mpr (div_neg_of_neg_of_pos (neg_lt_zero.mpr ht) P.τ_pos)
  nlinarith
```

The merging of two steps then takes the product rule and `ring`, which does the cancellation above.

```lean
/-- A variance step of length `t` followed by one of length `s` is one step of length `s + t`. -/
theorem varStep_comp (s t v : ℝ) :
    P.varStep s (P.varStep t v) = P.varStep (s + t) v := by
  unfold varStep
  rw [damping_add]
  ring
```

Q: That is two steps. I want n of them.

A: That is an induction. Zero steps change nothing, and a step of length zero has a = 1, so it changes nothing either. If n steps equal one step of length n·dt, the next step merges with it into one of length dt + n·dt = (n + 1)·dt. In Lean, `(P.varStep dt)^[n] v` is the n-fold application of the step to v.

```lean
/-- `n` variance steps of length `dt` equal one step of length `n * dt`. -/
theorem varStep_iterate (dt v : ℝ) (n : ℕ) :
    (P.varStep dt)^[n] v = P.varStep (n * dt) v := by
  induction n with
  | zero => simp [varStep, damping]
  | succ n ih =>
    have h : ((n + 1 : ℕ) : ℝ) * dt = dt + n * dt := by
      push_cast
      ring
    rw [Function.iterate_succ_apply', ih, varStep_comp, h]
```

Nothing requires the steps to have equal lengths. In the next theorem `dts` is a list of lengths, `foldl` carries out the steps from the first entry to the last, and `dts.sum` is the total time. The induction is over the list, with the starting variance left free, because the first step changes the value from which the others start.

```lean
/-- Variance steps of varying lengths, taken one after the other, equal one step whose length
is the total time. -/
theorem varStep_foldl (dts : List ℝ) (v : ℝ) :
    dts.foldl (fun w dt => P.varStep dt w) v = P.varStep dts.sum v := by
  induction dts generalizing v with
  | nil => simp [varStep, damping]
  | cons dt dts ih =>
    rw [List.foldl_cons, ih, varStep_comp, List.sum_cons, add_comm]
```

Q: Give me numbers.

A: Take dt = τ ln 2, so that a = 1/2 and a² = 1/4, and choose units in which kT·C = 16. Start from a sharply known charge, v = 0. The two steps give

0/4 + 16·(3/4) = 12,
12/4 + 16·(3/4) = 15.

One step of length 2dt has a = 1/4 and a² = 1/16, and it gives

0/16 + 16·(15/16) = 15.

By hand one can also read off that the variance tends to kT·C as the total time grows, since a² then goes to zero, but that limit is not among the theorems here.

Q: So far this is algebra about a number that you call a variance. Where does the random charge come in?

A: In the next theorem. Write the new charge as

q′ = (1 − a)q₀ + a q + σξ, with σ² = kT·C(1 − a²).

The constant (1 − a)q₀ does not affect the variance, so

Var q′ = a² Var q + σ² Var ξ + 2aσ Cov(q, ξ).

Independence removes the covariance, Var ξ = 1, and the recursion is what is left.

In Lean, `Q` and `ξ` are real functions on a probability space `Ω` with measure `μ`. `MemLp Q 2 μ` says that the charge has a finite second moment, `IndepFun Q ξ μ` that charge and noise are independent, and `variance` is Mathlib's variance. The condition `0 ≤ dt` has a purpose: for negative times 1 − a² is negative, and Lean's square root of a negative number is zero, so the noise would vanish from the charge update but not from the recursion.

```lean
variable {Ω : Type*} [MeasurableSpace Ω] {μ : Measure Ω} [IsProbabilityMeasure μ]

/-- If `dt ≥ 0`, the charge and the noise are independent with finite second moments and the noise
has unit variance, the updated charge has a finite second moment and its variance is given by the
variance step. -/
theorem variance_chargeStep {Q ξ : Ω → ℝ} (q₀ : ℝ) {dt : ℝ} (hdt : 0 ≤ dt)
    (hQ : MemLp Q 2 μ) (hξ : MemLp ξ 2 μ) (hind : IndepFun Q ξ μ)
    (hvar : variance ξ μ = 1) :
    MemLp (fun ω => P.chargeStep q₀ dt (Q ω) (ξ ω)) 2 μ ∧
      variance (fun ω => P.chargeStep q₀ dt (Q ω) (ξ ω)) μ = P.varStep dt (variance Q μ) := by
  set a := P.damping dt with ha
  set s := √(P.kT * P.C * (1 - a ^ 2)) with hs
  -- the noise strength is the root of a nonnegative number
  have hnn : 0 ≤ P.kT * P.C * (1 - a ^ 2) := by
    have h0 : 0 < a := Real.exp_pos _
    have h1 : a ≤ 1 := Real.exp_le_one_iff.mpr
      (div_nonpos_of_nonpos_of_nonneg (neg_nonpos.mpr hdt) P.τ_pos.le)
    have h2 : 0 ≤ 1 - a ^ 2 := by nlinarith
    exact mul_nonneg (mul_pos P.kT_pos P.C_pos).le h2
  have hA : MemLp (fun ω => a * Q ω) 2 μ := hQ.const_mul a
  have hB : MemLp (fun ω => s * ξ ω) 2 μ := hξ.const_mul s
  have hi : IndepFun (fun ω => a * Q ω) (fun ω => s * ξ ω) μ :=
    hind.comp (measurable_const_mul a) (measurable_const_mul s)
  -- split the new charge into a constant, the damped charge and the noise
  have e : (fun ω => P.chargeStep q₀ dt (Q ω) (ξ ω)) =
      fun ω => (q₀ - a * q₀) + ((fun ω => a * Q ω) + (fun ω => s * ξ ω)) ω := by
    funext ω
    simp only [chargeStep, Pi.add_apply, ← ha, ← hs]
    ring
  rw [e]
  refine ⟨(memLp_const (q₀ - a * q₀)).add (hA.add hB), ?_⟩
  rw [variance_const_add (hA.add hB).aestronglyMeasurable, hi.variance_add hA hB,
    variance_const_mul, variance_const_mul, hvar, hs, Real.sq_sqrt hnn]
  simp only [varStep, ← ha]
  ring
```

The proof follows the same route. `hnn` shows that the number under the root is not negative, so that squaring the root gives it back. `e` splits the new charge into the constant, the damped charge and the noise, where σ is called `s`. The final rewriting drops the constant, adds the variances of the two independent parts and pulls out the squared factors. The theorem also returns the finite second moment of the new charge, which the next step needs as input.

Q: You never said that the noise is Gaussian, or even that its mean is zero.

A: The variance needs neither. A nonzero mean would shift the average charge away from q₀, so a simulation should use centred noise, but the spread would be the same. The price of this generality is that the result concerns the variance alone. If ξ is ±1 with equal probability, one long step from a known charge reaches two values, while two short steps can reach four. The variances agree and the distributions do not.

Q: And a whole trajectory?

A: Let `Q k` be the charge after k steps and `ξ k` the noise that takes it to `Q (k + 1)`. The assumption is that each `ξ k` has unit variance and a finite second moment and is independent of the current charge `Q k`. Drawing every noise term independently of the initial charge and of all the other noise terms secures the independence, although the theorem takes the stepwise independence as a hypothesis.

```lean
/-- Let `dt ≥ 0`, and let the initial charge and all noise terms have finite second moments. Along a
stochastic charge trajectory driven by unit-variance noise, each noise term being independent of the
current charge, the variance after `n` steps of length `dt` is that of one step of length `n * dt`.
-/
theorem variance_trajectory {Q ξ : ℕ → Ω → ℝ} (q₀ : ℝ) {dt : ℝ} (hdt : 0 ≤ dt)
    (hQ : MemLp (Q 0) 2 μ) (hξ : ∀ k, MemLp (ξ k) 2 μ)
    (hind : ∀ k, IndepFun (Q k) (ξ k) μ) (hvar : ∀ k, variance (ξ k) μ = 1)
    (hstep : ∀ k, Q (k + 1) = fun ω => P.chargeStep q₀ dt (Q k ω) (ξ k ω)) (n : ℕ) :
    variance (Q n) μ = P.varStep (n * dt) (variance (Q 0) μ) := by
  -- the variance follows the recursion, which is then summed up in one step
  have key : MemLp (Q n) 2 μ ∧
      variance (Q n) μ = (P.varStep dt)^[n] (variance (Q 0) μ) := by
    induction n with
    | zero => exact ⟨hQ, rfl⟩
    | succ n ih =>
      have h := P.variance_chargeStep q₀ hdt ih.1 (hξ n) (hind n) (hvar n)
      rw [hstep n, Function.iterate_succ_apply', ← ih.2]
      exact h
  rw [key.2, varStep_iterate]
```

The inner statement `key` carries two facts through the induction: the second moment stays finite, and the variance follows the recursion. The last line replaces n steps of the recursion by one.

For constant-potential molecular dynamics this means that, as long as the electrode behaves as a capacitor with fixed C and fixed q₀, the charge variance at a given time does not depend on how finely that time is divided into thermopotentiostat steps.

Q: Perhaps many noise terms would do that, and yours is merely one of them.

A: With this damping, only the prefactor is free. Keep a(t) and let the added noise variance be any function b(t). Suppose that two positive steps always equal one step of their total length:

a(s)²(a(t)²v + b(t)) + b(s) = a(s + t)²v + b(s + t).

Set v = 0, and write the condition down for both orders of the two steps:

a(s)²b(t) + b(s) = b(s + t),
a(t)²b(s) + b(t) = b(s + t).

The right-hand sides are equal, so

b(t)(1 − a(s)²) = b(s)(1 − a(t)²).

Now let s be one unit of time. Since a(1)² < 1, we may divide:

b(t) = K(1 − a(t)²), with K = b(1)/(1 − a(1)²).

Conversely, every b of this form composes, by the same cancellation as before with K in place of kT·C. No continuity or smoothness of b is used.

```lean
/-- With the same damping but an arbitrary added noise variance `b dt`, two positive steps always
equal one step of their total length if and only if, at positive times, `b` is a constant multiple
of one minus the squared damping. -/
theorem composition_iff_noise (b : ℝ → ℝ) :
    (∀ s t : ℝ, 0 < s → 0 < t → ∀ v : ℝ,
      P.damping s ^ 2 * (P.damping t ^ 2 * v + b t) + b s =
        P.damping (s + t) ^ 2 * v + b (s + t)) ↔
    ∃ K : ℝ, ∀ t : ℝ, 0 < t → b t = K * (1 - P.damping t ^ 2) := by
  constructor
  · intro h
    refine ⟨b 1 / (1 - P.damping 1 ^ 2), fun t ht => ?_⟩
    -- compare the two orders of a step of length 1 and a step of length t
    have h1 := h 1 t one_pos ht 0
    have h2 := h t 1 ht one_pos 0
    rw [add_comm t 1] at h2
    have hne : 1 - P.damping 1 ^ 2 ≠ 0 :=
      (sub_pos.mpr (P.damping_sq_lt_one one_pos)).ne'
    rw [div_mul_eq_mul_div, eq_div_iff hne]
    linear_combination h2 - h1
  · rintro ⟨K, hK⟩ s t hs ht v
    rw [hK (s + t) (add_pos hs ht), hK t ht, hK s hs, damping_add]
    ring

end Thermopotentiostat

end

end ThermopotentiostatComposition
```

In the first half, `h1` and `h2` are the two orders of the pair of steps, `hne` is the permission to divide, and `linear_combination h2 - h1` is the subtraction. The second half inserts the form of b and lets `ring` finish.

Q: Then composition does not give me the temperature.

A: It doesn't. It fixes how the noise depends on the step length and leaves K open. The theorem even admits a negative K, which the meaning of b as a variance rules out. That K equals kT·C comes from thermal equilibrium, as in the definition of the step.

Q: Where would I go wrong if I derived the update myself?

A: Possibly in the power of a. The charge is damped by a, so one might write the noise variance as kT·C(1 − a), when it is the variance that has to balance and the variance is damped by a². The ratio of 1 − a to 1 − a² is 1/(1 + a), which changes with the step length, so this noise is not of the required form. In the numerical example two short steps would give

0/4 + 16·(1/2) = 8,
8/4 + 16·(1/2) = 10,

while one step of double length would give 16·(3/4) = 12. The stationary variance would be wrong as well. It solves v = a²v + kT·C(1 − a), so it equals kT·C/(1 + a), which for short steps is close to half the thermal value. A simulation with this slip runs without complaint, and its charge fluctuations depend on the time step.

```lean
#print axioms ThermopotentiostatComposition.Thermopotentiostat.varStep_foldl
#print axioms ThermopotentiostatComposition.Thermopotentiostat.variance_chargeStep
#print axioms ThermopotentiostatComposition.Thermopotentiostat.variance_trajectory
#print axioms ThermopotentiostatComposition.Thermopotentiostat.composition_iff_noise
```

```
'ThermopotentiostatComposition.Thermopotentiostat.varStep_foldl' depends on axioms: [propext, Classical.choice, Quot.sound]
'ThermopotentiostatComposition.Thermopotentiostat.variance_chargeStep' depends on axioms: [propext, Classical.choice, Quot.sound]
'ThermopotentiostatComposition.Thermopotentiostat.variance_trajectory' depends on axioms: [propext, Classical.choice, Quot.sound]
'ThermopotentiostatComposition.Thermopotentiostat.composition_iff_noise' depends on axioms: [propext, Classical.choice, Quot.sound]
```
